# For momentum $0\le b<1$, every error in a dielectric mode dies out exactly when step times eigenvalue lies strictly between $0$ and $2(1+b)$

For a real momentum $b$ and a real number $s$, the mixing step times a dielectric eigenvalue, an error mode is a real sequence $e_0,e_1,\dots$ with $e_{k+2}=(1+b-s)\,e_{k+1}-b\,e_k$ for all $k\ge 0$. The recursion comes from solving a linear response equation $Dx=g$ by updates that add $\alpha$ times the residual $g-Dx$ and $b$ times the previous displacement.

```lean
import Mathlib

open Filter Topology

namespace MomentumMixing

noncomputable section

/-- The error amplitude `e` of one dielectric mode under mixing with momentum `b`,
where `s` is the step times the dielectric eigenvalue. -/
def IsErrorMode (b s : ℝ) (e : ℕ → ℝ) : Prop :=
  ∀ k, e (k + 2) = (1 + b - s) * e (k + 1) - b * e k

/-- Every real error mode with momentum `b` and scaled step `s` tends to zero. -/
def DampsOut (b s : ℝ) : Prop :=
  ∀ e : ℕ → ℝ, IsErrorMode b s e → Tendsto e atTop (𝓝 0)

/-- The coefficient with which squared errors are drained from the error energy. -/
def drain (b s : ℝ) : ℝ := (1 - b) * (s * (2 * (1 + b) - s)) / 2

/-- A quadratic energy of two successive errors, `x` the newer and `y` the older. -/
def errorEnergy (b s x y : ℝ) : ℝ :=
  (1 + b) * x ^ 2 - 2 * b * (1 + b - s) * x * y + ((1 + b) * b ^ 2 + drain b s) * y ^ 2

/-- The error mode that starts from two equal errors of size one. -/
def unitRun (b s : ℝ) : ℕ → ℝ
  | 0 => 1
  | 1 => 1
  | k + 2 => (1 + b - s) * unitRun b s (k + 1) - b * unitRun b s k

/-- In one mixing step the error energy changes by minus the drain coefficient times the
sum of the two squared errors. -/
theorem errorEnergy_step {b s : ℝ} {e : ℕ → ℝ} (h : IsErrorMode b s e) (k : ℕ) :
    errorEnergy b s (e (k + 2)) (e (k + 1)) =
      errorEnergy b s (e (k + 1)) (e k) - drain b s * (e (k + 1) ^ 2 + e k ^ 2) := by
  rw [h k]
  unfold errorEnergy drain
  ring

/-- For `0 ≤ b < 1` and `0 < s < 2(1+b)` the error energy is nonnegative. -/
theorem errorEnergy_nonneg {b s : ℝ} (hb : 0 ≤ b) (hb1 : b < 1) (hs : 0 < s)
    (hs2 : s < 2 * (1 + b)) (x y : ℝ) : 0 ≤ errorEnergy b s x y := by
  have hg : 0 < s * (2 * (1 + b) - s) := mul_pos hs (by linarith)
  have hd : 0 < drain b s := by
    unfold drain
    exact div_pos (mul_pos (by linarith) hg) (by norm_num)
  have hp : 0 < 1 + b := by linarith
  -- complete the square after multiplying by 1 + b
  have key : (1 + b) * errorEnergy b s x y = ((1 + b) * x - b * (1 + b - s) * y) ^ 2
      + (b ^ 2 * (s * (2 * (1 + b) - s)) + (1 + b) * drain b s) * y ^ 2 := by
    unfold errorEnergy
    ring
  refine (mul_nonneg_iff_of_pos_left hp).1 ?_
  rw [key]
  exact add_nonneg (sq_nonneg _) (mul_nonneg (add_nonneg (mul_nonneg (sq_nonneg _) hg.le)
    (mul_nonneg hp.le hd.le)) (sq_nonneg _))

/-- Alternating the sign of an error mode exchanges the scaled steps `s` and `2(1+b) - s`. -/
theorem alternate_mode {b s : ℝ} {e : ℕ → ℝ} (h : IsErrorMode b s e) :
    IsErrorMode b (2 * (1 + b) - s) (fun k => (-1) ^ k * e k) := by
  intro k
  change (-1 : ℝ) ^ (k + 2) * e (k + 2) = (1 + b - (2 * (1 + b) - s)) *
    ((-1) ^ (k + 1) * e (k + 1)) - b * ((-1) ^ k * e k)
  rw [h k]
  ring

/-- For `b ≥ 0` and `s ≤ 0` the mode started from two unit errors stays at least one and
never decreases. -/
theorem unitRun_grows {b s : ℝ} (hb : 0 ≤ b) (hs : s ≤ 0) (k : ℕ) :
    1 ≤ unitRun b s k ∧ unitRun b s k ≤ unitRun b s (k + 1) := by
  induction k with
  | zero => simp [unitRun]
  | succ k ih =>
    obtain ⟨h1, h2⟩ := ih
    have h3 : unitRun b s (k + 1 + 1) =
      (1 + b - s) * unitRun b s (k + 1) - b * unitRun b s k := rfl
    have h4 := mul_nonneg hb (sub_nonneg.2 h2)
    have h5 := mul_nonneg (neg_nonneg.2 hs) (by linarith : 0 ≤ unitRun b s (k + 1))
    exact ⟨by linarith, by rw [h3]; linarith⟩

/-- For momentum `0 ≤ b < 1`, every real error mode tends to zero if and only if
`0 < s < 2(1+b)`. -/
theorem dampsOut_iff {b s : ℝ} (hb : 0 ≤ b) (hb1 : b < 1) :
    DampsOut b s ↔ 0 < s ∧ s < 2 * (1 + b) := by
  constructor
  · intro H
    constructor
    · by_contra hs
      have h := ge_of_tendsto' (H (unitRun b s) (fun _ => rfl))
        (fun k => (unitRun_grows hb (not_lt.1 hs) k).1)
      linarith
    · by_contra hs
      have hs' : 2 * (1 + b) - s ≤ 0 := by linarith [not_lt.1 hs]
      -- the growing mode with alternating sign
      have hm := alternate_mode (b := b) (s := 2 * (1 + b) - s)
        (e := unitRun b (2 * (1 + b) - s)) (fun _ => rfl)
      rw [sub_sub_cancel] at hm
      have h : (1 : ℝ) ≤ |0| := ge_of_tendsto' (H _ hm).abs (fun k => by
        rw [abs_mul, abs_pow, abs_neg, abs_one, one_pow, one_mul]
        exact (unitRun_grows hb hs' k).1.trans (le_abs_self _))
      norm_num at h
  · rintro ⟨hs, hs2⟩ e he
    have hd : 0 < drain b s := by
      unfold drain
      exact div_pos (mul_pos (by linarith) (mul_pos hs (by linarith))) (by norm_num)
    -- the initial energy bounds the sum of all squared errors
    have hsum : ∀ n, drain b s * ∑ k ∈ Finset.range n, e k ^ 2
        + errorEnergy b s (e (n + 1)) (e n) ≤ errorEnergy b s (e 1) (e 0) := by
      intro n
      induction n with
      | zero => simp
      | succ n ih =>
        have h1 : errorEnergy b s (e (n + 1 + 1)) (e (n + 1)) =
          errorEnergy b s (e (n + 1)) (e n) - drain b s * (e (n + 1) ^ 2 + e n ^ 2) :=
          errorEnergy_step he n
        have h2 := mul_nonneg hd.le (sq_nonneg (e (n + 1)))
        rw [Finset.sum_range_succ, h1]
        linarith
    have hsq : Summable (fun k => e k ^ 2) :=
      summable_of_sum_range_le (c := errorEnergy b s (e 1) (e 0) / drain b s)
        (fun k => sq_nonneg _) (fun n => by
          rw [le_div_iff₀ hd]
          linarith [hsum n, errorEnergy_nonneg hb hb1 hs hs2 (e (n + 1)) (e n)])
    have h3 := hsq.tendsto_atTop_zero.sqrt
    rw [tendsto_zero_iff_abs_tendsto_zero]
    simpa [Function.comp_def, Real.sqrt_sq_eq_abs] using h3

/-- For `0 ≤ b < c < 1`, the range of scaled steps that damp every error mode is strictly
larger with momentum `c` than with momentum `b`. -/
theorem stable_range_grows {b c : ℝ} (hb : 0 ≤ b) (hbc : b < c) (hc : c < 1) :
    {s | DampsOut b s} ⊂ {s | DampsOut c s} := by
  have hsub : {s | DampsOut b s} ⊆ {s | DampsOut c s} := fun s hs => by
    have h := (dampsOut_iff hb (hbc.trans hc)).1 hs
    exact (dampsOut_iff (hb.trans hbc.le) hc).2 ⟨h.1, by linarith [h.2]⟩
  refine (Set.ssubset_iff_of_subset hsub).2 ⟨2 * (1 + b), ?_, fun h => ?_⟩
  · exact (dampsOut_iff (hb.trans hbc.le) hc).2 ⟨by linarith, by linarith⟩
  · exact lt_irrefl _ ((dampsOut_iff hb (hbc.trans hc)).1 h).2

variable {E ι : Type*} [NormedAddCommGroup E] [NormedSpace ℝ E]

/-- Momentum mixing for the linear response equation `D x = g`: each update adds `α` times
the residual and `b` times the previous displacement. -/
def IsMixingRun (D : E →ₗ[ℝ] E) (g : E) (α b : ℝ) (x : ℕ → E) : Prop :=
  ∀ k, x (k + 2) = x (k + 1) + α • (g - D (x (k + 1))) + b • (x (k + 1) - x k)

/-- Let `xs` solve the response equation. In an eigenbasis of the dielectric operator, each
coordinate of the error `x k - xs` of a mixing run is an error mode with `s` equal to the step times
the eigenvalue. -/
theorem coordinate_isErrorMode {D : E →ₗ[ℝ] E} {g xs : E} {α b : ℝ} {ε : ι → ℝ}
    (v : Module.Basis ι ℝ E) (hD : ∀ i, D (v i) = ε i • v i) (hg : D xs = g)
    {x : ℕ → E} (hx : IsMixingRun D g α b x) (i : ι) :
    IsErrorMode b (α * ε i) (fun k => v.repr (x k - xs) i) := by
  have hc : ∀ y, v.repr (D y) i = ε i * v.repr y i := by
    have h : v.coord i ∘ₗ D = ε i • v.coord i := v.ext fun j => by
      by_cases hij : j = i
      · subst hij
        simp [hD]
      · simp [hD, hij]
    intro y
    exact LinearMap.congr_fun h y
  intro k
  change v.repr (x (k + 2) - xs) i = (1 + b - α * ε i) * v.repr (x (k + 1) - xs) i
    - b * v.repr (x k - xs) i
  rw [hx k, ← hg]
  simp only [map_sub, map_add, map_smul, Finsupp.sub_apply, Finsupp.add_apply,
    Finsupp.smul_apply, smul_eq_mul, hc]
  ring

/-- Let the dielectric operator have a finite real eigenbasis, let `xs` solve the response
equation and let `0 ≤ b < 1`. Every mixing run converges to `xs` if and only if the step
times each eigenvalue lies strictly between `0` and `2(1+b)`. -/
theorem mixing_converges_iff [Fintype ι] {D : E →ₗ[ℝ] E} {g xs : E} {α b : ℝ} {ε : ι → ℝ}
    (v : Module.Basis ι ℝ E) (hD : ∀ i, D (v i) = ε i • v i) (hg : D xs = g)
    (hb : 0 ≤ b) (hb1 : b < 1) :
    (∀ x, IsMixingRun D g α b x → Tendsto x atTop (𝓝 xs)) ↔
      ∀ i, 0 < α * ε i ∧ α * ε i < 2 * (1 + b) := by
  constructor
  · intro H i
    rw [← dampsOut_iff hb hb1]
    intro e he
    -- excite the single mode i
    have run : IsMixingRun D g α b (fun k => xs + e k • v i) := by
      intro k
      change xs + e (k + 2) • v i = xs + e (k + 1) • v i
        + α • (g - D (xs + e (k + 1) • v i)) + b • (xs + e (k + 1) • v i - (xs + e k • v i))
      rw [he k, D.map_add, D.map_smul, hD, hg]
      module
    have hv : ‖v i‖ ≠ 0 := norm_ne_zero_iff.2 (v.ne_zero i)
    have h2 := ((H _ run).sub_const xs).norm.div_const ‖v i‖
    rw [sub_self, norm_zero, zero_div] at h2
    rw [tendsto_zero_iff_abs_tendsto_zero]
    refine h2.congr fun k => ?_
    change ‖xs + e k • v i - xs‖ / ‖v i‖ = |e k|
    rw [add_sub_cancel_left, norm_smul, mul_div_cancel_right₀ _ hv, Real.norm_eq_abs]
  · intro H x hx
    -- all coordinates of the error vanish, hence so does their finite sum
    have hsum : Tendsto (fun k => ∑ i, v.repr (x k - xs) i • v i) atTop
        (𝓝 (∑ i, (0 : ℝ) • v i)) := tendsto_finsetSum _ fun i _ =>
      ((dampsOut_iff hb hb1).2 (H i) _
        (coordinate_isErrorMode v hD hg hx i)).smul_const (v i)
    simp only [v.sum_repr, zero_smul, Finset.sum_const_zero] at hsum
    simpa using hsum.add_const xs

/-- The diagonal dielectric matrix with entries 1 and 4 has the standard basis as eigenbasis,
and with step 3/5 and momentum 1/2 both modes satisfy the convergence bounds. -/
theorem mixing_witness :
    (∀ i, Matrix.toLin' (Matrix.diagonal (![1, 4] : Fin 2 → ℝ)) (Pi.basisFun ℝ (Fin 2) i) =
      (![1, 4] : Fin 2 → ℝ) i • Pi.basisFun ℝ (Fin 2) i) ∧
    ∀ i, 0 < 3 / 5 * (![1, 4] : Fin 2 → ℝ) i ∧
      3 / 5 * (![1, 4] : Fin 2 → ℝ) i < 2 * (1 + 1 / 2) := by
  constructor
  · intro i
    ext j
    rw [Matrix.toLin'_apply, Matrix.mulVec_diagonal]
    fin_cases i <;> fin_cases j <;> simp
  · rw [Fin.forall_fin_two]
    norm_num

end

end MomentumMixing
```

```lean
#print axioms MomentumMixing.stable_range_grows
#print axioms MomentumMixing.coordinate_isErrorMode
#print axioms MomentumMixing.mixing_converges_iff
```

```
'MomentumMixing.stable_range_grows' depends on axioms: [propext, Classical.choice, Quot.sound]
'MomentumMixing.coordinate_isErrorMode' depends on axioms: [propext, Classical.choice, Quot.sound]
'MomentumMixing.mixing_converges_iff' depends on axioms: [propext, Classical.choice, Quot.sound]
```

## One mode and the full response vector

`IsErrorMode b s e` is the recursion above. The two starting values $e_0$ and $e_1$ are free, and `DampsOut b s` says that $e_k\to 0$ for every choice of them. The theorem `dampsOut_iff` states that, for $0\le b<1$, this happens if and only if $0<s<2(1+b)$. By `stable_range_grows`, the set of damped $s$ is strictly larger for momentum $c$ than for momentum $b$ whenever $0\le b<c<1$.

The full iteration is `IsMixingRun D g α b x`, which reads
$$x_{k+2}=x_{k+1}+\alpha\,(g-Dx_{k+1})+b\,(x_{k+1}-x_k).$$
Here `E` is a real normed space that holds the response, for instance the first-order density, and `D` is a linear map on it. The theorem `mixing_converges_iff` assumes a finite basis $v_i$ with $Dv_i=\varepsilon_i v_i$ and real $\varepsilon_i$ (`hD`), a vector $x^*$, written `xs`, with $Dx^*=g$ (`hg`), and again $0\le b<1$. Its conclusion is that all runs, from all pairs $x_0,x_1$, converge to $x^*$ if and only if $0<\alpha\varepsilon_i<2(1+b)$ for every $i$.

## The dielectric operator behind $D$

In density functional perturbation theory the first-order density $x$ obeys $x=\chi_0(\delta V+Kx)$, with the independent-particle response $\chi_0$, the external perturbation $\delta V$ and the Hartree and exchange-correlation kernel $K$. Hence $D=1-\chi_0K$ and $g=\chi_0\,\delta V$.

The real eigenbasis is assumed. This excludes operators with complex eigenvalues and operators that cannot be diagonalised. In a finite basis it exists, for example, when $\chi_0$ is symmetric and negative semidefinite and $K$ is symmetric and positive definite.

For such a finite, linear and diagonalisable problem with positive eigenvalues, a momentum $0<b<1$ raises the upper limit on the step in charge-density mixing from $2/\varepsilon_i$ to $2(1+b)/\varepsilon_i$ in each mode. The theorems give no convergence rate, so a larger stable range does not mean fewer iterations. They also leave aside nonlinear self-consistency, complex eigenvalues and residuals computed inexactly.

## Inside the range, a quadratic form drains away

Write $p=1+b-s$ and
$$G=s\,(2(1+b)-s)=(1+b)^2-p^2,\qquad d=\tfrac12(1-b)\,G .$$
The number $d$ is `drain b s`. For a newer error $x$ and an older error $y$ (real numbers here), `errorEnergy` is
$$V(x,y)=(1+b)x^2-2bp\,xy+\big((1+b)b^2+d\big)y^2 .$$
It is a bookkeeping quantity and not a physical energy.

One step replaces $(x,y)$ by $(px-by,\,x)$. Expanding gives
$$V(px-by,x)=\big[(1-b)p^2+(1+b)b^2+d\big]x^2-2bp\,xy+(1+b)b^2y^2 .$$
Compared with $V(x,y)$, the mixed term is unchanged and the coefficient of $y^2$ has dropped by $d$. The coefficient of $x^2$ has changed by
$$(1-b)p^2-(1+b)(1-b^2)+d=-(1-b)G+d=-d .$$
Therefore
$$V(e_{k+2},e_{k+1})=V(e_{k+1},e_k)-d\,(e_{k+1}^2+e_k^2),$$
which is `errorEnergy_step`. Lean inserts the recursion, unfolds the definitions and leaves this expansion to `ring`.

If $0<s<2(1+b)$, then $G>0$ and $d>0$. Completing the square gives
$$(1+b)V(x,y)=\big((1+b)x-bp\,y\big)^2+\big(b^2G+(1+b)d\big)y^2\ge 0 .$$
This is the identity `key` in `errorEnergy_nonneg`.

Induction on $n$ now yields
$$d\sum_{k<n}e_k^2+V(e_{n+1},e_n)\le V(e_1,e_0).$$
Going from $n$ to $n+1$ adds $d\,e_n^2$ to the sum, while $V$ falls by $d(e_{n+1}^2+e_n^2)$, so the left side does not increase. Since $V\ge0$, the partial sums of $e_k^2$ are at most $V(e_1,e_0)/d$. The series converges, its terms tend to zero, and so does $|e_k|=\sqrt{e_k^2}$. In `dampsOut_iff` these steps are `hsum`, `hsq` and `h3`.

## At and beyond the edges, some mode survives

Let $s\le0$ and start from $e_0=e_1=1$; this sequence is `unitRun`. The recursion can be rewritten as
$$e_{k+2}-e_{k+1}=b\,(e_{k+1}-e_k)-s\,e_{k+1}.$$
If $e_k\ge1$ and $e_{k+1}\ge e_k$, both terms on the right are nonnegative. By induction the sequence never decreases and stays at least $1$, as `unitRun_grows` states, so it cannot tend to zero.

For the upper edge, set $f_k=(-1)^ke_k$. Then
$$f_{k+2}=-p\,f_{k+1}-b\,f_k,\qquad -p=1+b-\big(2(1+b)-s\big),$$
so $f$ is an error mode with $s$ replaced by $2(1+b)-s$. This is `alternate_mode`. If $s\ge2(1+b)$, the replaced value is at most zero and has a nondecreasing mode as above. Alternating its signs gives a mode for $s$ itself with $|f_k|\ge1$ for all $k$. In Lean, `ge_of_tendsto'` carries the lower bound $1$ to the limit in both cases, which contradicts a limit of zero.

With the criterion in hand, `stable_range_grows` only has to compare the two intervals. The value $s=2(1+b)$ is damped with momentum $c$ but not with momentum $b$.

## From one mode to all of them

Let $r_k=x_k-x^*$. Since $g=Dx^*$, the update becomes
$$r_{k+2}=r_{k+1}-\alpha Dr_{k+1}+b\,(r_{k+1}-r_k).$$
The $i$-th coordinate of $Dr$ is $\varepsilon_i$ times the $i$-th coordinate of $r$, so each coordinate of the error is an error mode with $s=\alpha\varepsilon_i$. That is `coordinate_isErrorMode`, where the coordinate rule `hc` is checked on basis vectors and extended by linearity.

If all the bounds hold, every coordinate tends to zero. The error is the finite sum of coordinates times basis vectors, so it tends to zero as well.

Conversely, suppose that all runs converge to $x^*$, and take any error mode $e$ with $s=\alpha\varepsilon_i$. The sequence $x_k=x^*+e_kv_i$ is a mixing run, because its residual at step $k+1$ is $-\varepsilon_ie_{k+1}v_i$; the tactic `module` confirms the vector identity. Hence $|e_k|=\|x_k-x^*\|/\|v_i\|\to0$, and `dampsOut_iff` returns the bounds on $\alpha\varepsilon_i$. The basis vectors need not be normalised.

The theorem `mixing_witness` supplies numbers. The matrix $\mathrm{diag}(1,4)$ has the standard basis as eigenbasis, and $\alpha=3/5$ gives $\alpha\varepsilon=3/5$ and $12/5$. Both lie below $3$, the limit at $b=1/2$, so `mixing_converges_iff` gives convergence. Without momentum the limit is $2$, and the second mode breaks it.

## Zero, negative and unit momentum

At $b=0$ the recursion is $e_{k+2}=(1-s)e_{k+1}$, so $e_{k+1}=(1-s)^ke_1$. The criterion becomes $0<s<2$, the familiar condition $|1-s|<1$ of plain linear mixing.

The energy argument uses only $1+b>0$ and $1-b>0$. The same calculation therefore shows damping for $-1<b<0$ when $0<s<2(1+b)$, a narrower range than that of plain mixing, although the file states the result only for $b\ge0$. At the other end, $b\le1$ would be too weak a hypothesis: for $b=1$ and $s=2$ the recursion is $e_{k+2}=-e_k$, and its nonzero solutions oscillate without decay.
